# Fermionic number operators commute, and their products are idempotent

Let $a_p$ and $c_p$ be annihilation and creation operators in a complex algebra that obey the canonical anticommutation relations (CAR), and let $n_p=c_pa_p$. With $[X,Y]=XY-YX$ and $\delta_{pq}$ the Kronecker delta,

$$[n_p,c_q]=\delta_{pq}c_q,\qquad [n_p,a_q]=-\delta_{pq}a_q,\qquad [n_p,n_q]=0,\qquad (n_pn_q)^2=n_pn_q .$$

The last identity extends to the product of number operators over any finite list of modes, repetitions allowed.

## Occupation bits and operator strings

A code that stores a determinant as a bit string can treat a product of number operators as a mask: it returns 1 if all the listed modes are occupied and 0 otherwise. In a string made only of number operators, a simplification routine may likewise sort the factors freely and delete repeated ones. Both steps agree with the identities above, provided that the modes satisfy the CAR exactly; for spin orbitals with $c_p=a_p^\dagger$ this means an orthonormal set.

For independent fermions with level energies $\varepsilon_p$ and $H=\sum_p\varepsilon_pn_p$, the first commutator also shows that $c_q$ shifts an energy by $\varepsilon_q$. This shift is not claimed for an interacting Hamiltonian.

## From anticommutators to occupations 0 and 1

Write $\{X,Y\}=XY+YX$. The CAR are

$$\{a_p,a_q\}=0,\qquad \{c_p,c_q\}=0,\qquad \{a_p,c_q\}=\delta_{pq}.$$

Adding and subtracting $c_pc_qa_p$ in the first commutator gives

$$[n_p,c_q]=c_pa_pc_q-c_qc_pa_p=c_p\{a_p,c_q\}-\{c_p,c_q\}a_p=\delta_{pq}c_q .$$

Adding and subtracting $c_pa_qa_p$ in the second gives

$$[n_p,a_q]=c_pa_pa_q-a_qc_pa_p=c_p\{a_p,a_q\}-\{a_q,c_p\}a_p=-\delta_{pq}a_q .$$

By the Leibniz rule the two results cancel:

$$[n_p,n_q]=[n_p,c_q]a_q+c_q[n_p,a_q]=\delta_{pq}(c_qa_q-c_qa_q)=0 .$$

For a single mode, $\{a_p,a_p\}=2a_p^2=0$. Dividing by two gives $a_p^2=0$, and therefore

$$n_p^2=c_pa_pc_pa_p=c_p\{a_p,c_p\}a_p-c_p^2a_p^2=n_p .$$

Now let $P$ be an idempotent product of number operators. Since $n_p$ commutes with $P$,

$$(n_pP)^2=n_p^2P^2=n_pP .$$

Starting from the empty product 1, induction covers every finite list. If such a product $P$ satisfies $Pv=\mu v$ with $v\ne0$, then $\mu^2v=P^2v=Pv=\mu v$, so $\mu$ is 0 or 1.

For the level Hamiltonian, summing the first commutator gives $[H,c_q]=\varepsilon_qc_q$. If $Hv=Ev$, then

$$Hc_qv=c_qHv+\varepsilon_qc_qv=(E+\varepsilon_q)c_qv .$$

## The Lean file

```lean
import Mathlib

open Matrix

namespace FermionNumberOperators

noncomputable section

variable {ι A : Type*} [DecidableEq ι] [Ring A]

/-- The canonical anticommutation relations for annihilation operators `a p` and
creation operators `c p`. -/
structure IsCAR (a c : ι → A) : Prop where
  annihilate : ∀ p q, a p * a q + a q * a p = 0
  create : ∀ p q, c p * c q + c q * c p = 0
  mixed : ∀ p q, a p * c q + c q * a p = if p = q then 1 else 0

/-- The number operator `n_p = c_p a_p` of mode `p`. -/
def number (a c : ι → A) (p : ι) : A := c p * a p

/-- The product of the number operators of the modes in a list. -/
def jointOccupation (a c : ι → A) (l : List ι) : A := (l.map (number a c)).prod

variable {a c : ι → A}

/-- The commutator of a number operator with a creation operator:
`[n_p, c_q] = δ_pq c_q`. -/
theorem IsCAR.number_create (h : IsCAR a c) (p q : ι) :
    number a c p * c q - c q * number a c p = if p = q then c q else 0 := by
  -- regroup the commutator into two anticommutators
  have key : number a c p * c q - c q * number a c p
      = c p * (a p * c q + c q * a p) - (c p * c q + c q * c p) * a p := by
    simp only [number]
    noncomm_ring
  rw [key, h.mixed p q, h.create p q]
  by_cases e : p = q
  · subst e
    simp
  · simp [e]

/-- The commutator of a number operator with an annihilation operator:
`[n_p, a_q] = -δ_pq a_q`. -/
theorem IsCAR.number_annihilate (h : IsCAR a c) (p q : ι) :
    number a c p * a q - a q * number a c p = if p = q then -a q else 0 := by
  have key : number a c p * a q - a q * number a c p
      = c p * (a p * a q + a q * a p) - (a q * c p + c p * a q) * a p := by
    simp only [number]
    noncomm_ring
  rw [key, h.mixed q p, h.annihilate p q]
  by_cases e : p = q
  · subst e
    simp
  · simp [e, Ne.symm e]

/-- The number operators of any two modes commute. -/
theorem IsCAR.number_commute (h : IsCAR a c) (p q : ι) :
    Commute (number a c p) (number a c q) := by
  -- Leibniz rule for the commutator with `n_q = c_q a_q`
  have key : number a c p * number a c q - number a c q * number a c p
      = (number a c p * c q - c q * number a c p) * a q
        + c q * (number a c p * a q - a q * number a c p) := by
    simp only [number]
    noncomm_ring
  rw [h.number_create p q, h.number_annihilate p q] at key
  have zero : number a c p * number a c q - number a c q * number a c p = 0 := by
    rw [key]
    split_ifs <;> simp
  exact (sub_eq_zero.mp zero : _ = _)

variable [Algebra ℂ A]

/-- The number operator of a single mode is idempotent: `n_p² = n_p`. -/
theorem IsCAR.number_idempotent (h : IsCAR a c) (p : ι) :
    number a c p * number a c p = number a c p := by
  -- the annihilation relation of a mode with itself gives `a p * a p = 0`
  have sq : a p * a p = 0 := by
    calc a p * a p = (1 / 2 : ℂ) • (a p * a p + a p * a p) := by module
      _ = 0 := by rw [h.annihilate p p, smul_zero]
  have key : number a c p * number a c p
      = c p * (a p * c p + c p * a p) * a p - c p * c p * (a p * a p) := by
    simp only [number]
    noncomm_ring
  rw [key, h.mixed p p, sq]
  simp [number]

/-- The product of the number operators over any finite list of modes, with repetitions
allowed, is idempotent. -/
theorem IsCAR.jointOccupation_idempotent (h : IsCAR a c) (l : List ι) :
    jointOccupation a c l * jointOccupation a c l = jointOccupation a c l := by
  -- a number operator commutes with every product of number operators
  have comm : ∀ (p : ι) (m : List ι), Commute (number a c p) (jointOccupation a c m) := by
    intro p m
    induction m with
    | nil => simp [jointOccupation]
    | cons q m ih =>
      have e : jointOccupation a c (q :: m) = number a c q * jointOccupation a c m := by
        simp [jointOccupation]
      rw [e]
      exact (h.number_commute p q).mul_right ih
  induction l with
  | nil => simp [jointOccupation]
  | cons p l ih =>
    have e : jointOccupation a c (p :: l) = number a c p * jointOccupation a c l := by
      simp [jointOccupation]
    rw [e]
    generalize hP : jointOccupation a c l = P at ih ⊢
    have hc : P * number a c p = number a c p * P := by
      rw [← hP]
      exact (comm p l).eq.symm
    calc number a c p * P * (number a c p * P)
        = number a c p * (P * number a c p) * P := by noncomm_ring
      _ = (number a c p * number a c p) * (P * P) := by rw [hc]; noncomm_ring
      _ = number a c p * P := by rw [h.number_idempotent p, ih]

/-- The Hamiltonian `H = Σ_p ε_p n_p` of independent fermions in levels `ε_p`. -/
def levelHamiltonian [Fintype ι] (a c : ι → A) (ε : ι → ℂ) : A :=
  ∑ p, ε p • number a c p

/-- The commutator of the independent-fermion Hamiltonian with a creation operator:
`[H, c_q] = ε_q c_q`. -/
theorem IsCAR.hamiltonian_create [Fintype ι] (h : IsCAR a c) (ε : ι → ℂ) (q : ι) :
    levelHamiltonian a c ε * c q - c q * levelHamiltonian a c ε = ε q • c q := by
  have key : levelHamiltonian a c ε * c q - c q * levelHamiltonian a c ε
      = ∑ p, ε p • (number a c p * c q - c q * number a c p) := by
    simp only [levelHamiltonian, Finset.sum_mul, Finset.mul_sum, smul_sub,
      Finset.sum_sub_distrib, smul_mul_assoc, mul_smul_comm]
  rw [key]
  simp only [h.number_create]
  simp

variable {M : Type*} [AddCommGroup M] [Module ℂ M] [Module A M] [IsScalarTower ℂ A M]

/-- On a nonzero state, an eigenvalue of a product of number operators is 0 or 1. -/
theorem IsCAR.occupation_eigenvalue (h : IsCAR a c) (l : List ι) {v : M} (hv : v ≠ 0)
    {μ : ℂ} (hμ : jointOccupation a c l • v = μ • v) : μ = 0 ∨ μ = 1 := by
  have sq : (μ * μ) • v = μ • v := by
    calc (μ * μ) • v = μ • (μ • v) := mul_smul μ μ v
      _ = μ • (jointOccupation a c l • v) := by rw [hμ]
      _ = jointOccupation a c l • (μ • v) := smul_comm _ _ _
      _ = jointOccupation a c l • (jointOccupation a c l • v) := by rw [hμ]
      _ = (jointOccupation a c l * jointOccupation a c l) • v := (mul_smul _ _ _).symm
      _ = μ • v := by rw [h.jointOccupation_idempotent l, hμ]
  have zero : (μ * μ - μ) • v = 0 := by rw [sub_smul, sq, sub_self]
  have root : μ * μ - μ = 0 := (smul_eq_zero.mp zero).resolve_right hv
  have fac : μ * (μ - 1) = 0 := by linear_combination root
  rcases mul_eq_zero.mp fac with h0 | h1
  · exact Or.inl h0
  · exact Or.inr (sub_eq_zero.mp h1)

/-- If `H v = E v` for independent fermions, then `H (c_q v) = (E + ε_q) (c_q v)`. -/
theorem IsCAR.energy_ladder [Fintype ι] (h : IsCAR a c) (ε : ι → ℂ) (q : ι) {v : M}
    {E : ℂ} (hv : levelHamiltonian a c ε • v = E • v) :
    levelHamiltonian a c ε • (c q • v) = (E + ε q) • (c q • v) := by
  have k : levelHamiltonian a c ε * c q = c q * levelHamiltonian a c ε + ε q • c q :=
    sub_eq_iff_eq_add'.mp (h.hamiltonian_create ε q)
  calc levelHamiltonian a c ε • (c q • v)
      = (levelHamiltonian a c ε * c q) • v := (mul_smul _ _ _).symm
    _ = c q • (levelHamiltonian a c ε • v) + (ε q • c q) • v := by
        rw [k, add_smul, mul_smul]
    _ = E • (c q • v) + ε q • (c q • v) := by
        rw [hv, smul_comm (c q) E v, smul_assoc]
    _ = (E + ε q) • (c q • v) := (add_smul _ _ _).symm

/-- Annihilation matrices of two fermionic modes, with the Jordan–Wigner sign in the
second. -/
def twoModeLower : Fin 2 → Matrix (Fin 4) (Fin 4) ℂ :=
  ![!![0, 0, 1, 0; 0, 0, 0, 1; 0, 0, 0, 0; 0, 0, 0, 0],
    !![0, 1, 0, 0; 0, 0, 0, 0; 0, 0, 0, -1; 0, 0, 0, 0]]

/-- The two-mode matrices and their transposes satisfy the canonical anticommutation
relations. -/
theorem isCAR_witness : IsCAR twoModeLower (fun p => (twoModeLower p)ᵀ) := by
  have key : ∀ p q, twoModeLower p * twoModeLower q + twoModeLower q * twoModeLower p = 0 := by
    intro p q
    fin_cases p <;> fin_cases q <;> ext i j <;> fin_cases i <;> fin_cases j <;>
      simp [twoModeLower]
  refine ⟨key, ?_, ?_⟩
  · -- transpose the relation between annihilation matrices
    intro p q
    have t := congrArg Matrix.transpose (key q p)
    rw [Matrix.transpose_add, Matrix.transpose_mul, Matrix.transpose_mul,
      Matrix.transpose_zero] at t
    exact t
  · -- expand into matrix entries before inserting the explicit matrices
    intro p q
    ext i j
    simp only [Matrix.add_apply, Matrix.mul_apply, Matrix.transpose_apply, Fin.sum_univ_four]
    fin_cases p <;> fin_cases q <;> fin_cases i <;> fin_cases j <;>
      simp [twoModeLower]

end

end FermionNumberOperators
```

```lean
#print axioms FermionNumberOperators.IsCAR.number_idempotent
#print axioms FermionNumberOperators.IsCAR.occupation_eigenvalue
#print axioms FermionNumberOperators.IsCAR.energy_ladder
```

```
'FermionNumberOperators.IsCAR.number_idempotent' depends on axioms: [propext, Classical.choice, Quot.sound]
'FermionNumberOperators.IsCAR.occupation_eigenvalue' depends on axioms: [propext, Classical.choice, Quot.sound]
'FermionNumberOperators.IsCAR.energy_ladder' depends on axioms: [propext, Classical.choice, Quot.sound]
```

## How the file represents modes and states

The type `ι` labels the modes and may be infinite; only `levelHamiltonian` requires finitely many. The ring `A` contains the operators, and `IsCAR a c` collects the three families of relations as a hypothesis. `number a c p` is $n_p$, and `jointOccupation a c l` is the product over the list `l`. The two-mode identity is the case `[p, q]`.

The commutators of $n_p$ with $c_q$, $a_q$ and $n_q$ hold in any ring. Idempotence is stated for a complex algebra, where the factor 2 can be removed. States are elements of a complex vector space `M` on which `A` acts, with complex scaling of operators and of states compatible. No inner product is assumed, `c p` need not be the adjoint of `a p`, and the level energies may be complex.

## How the proof follows the algebra

In `number_create` and `number_annihilate`, `key` is the regrouping into anticommutators, checked by `noncomm_ring`; the CAR are then substituted and the cases $p=q$ and $p\ne q$ separated. `number_commute` does the same with the Leibniz rule.

`number_idempotent` first derives $a_p^2=0$, then uses the regrouped square. In `jointOccupation_idempotent`, one induction shows that $n_p$ commutes with every list product, and a second carries out the step from $P$ to $n_pP$.

`occupation_eigenvalue` turns idempotence into $\mu(\mu-1)=0$. `hamiltonian_create` sums the mode commutators, and `energy_ladder` applies the result to a state.

Finally, `isCAR_witness` treats an explicit pair of modes, numbered 0 and 1. The annihilation and mixed relations are checked entry by entry, and the creation relations follow by transposition. The basis order is $|00\rangle,|01\rangle,|10\rangle,|11\rangle$, with mode 0 written first. The minus sign in the second matrix is the Jordan–Wigner sign, and the creation matrices are the transposes.

## An overlapping pair of orbitals with an eigenvalue of one half

When $c_p=a_p^\dagger$, the mixed relation $\{a_p,c_q\}=\delta_{pq}$ encodes orthonormality. Take orthonormal modes $b_0,b_1$ with vacuum $|0\rangle$, and define

$$a_0=b_0,\qquad a_1=\frac{b_0+b_1}{\sqrt2},\qquad c_p=a_p^\dagger .$$

The other two CAR families still hold, but $\{a_0,c_1\}=1/\sqrt2$. On the one-particle state $c_0|0\rangle$,

$$n_0n_1\,c_0|0\rangle=\tfrac12\,c_0|0\rangle ,$$

so $n_0n_1$ is not idempotent. Bit masks therefore do not represent these products for raw, overlapping atomic orbitals.

## What a code must still establish

The theorems apply to a code's operators only once those operators are known to satisfy the CAR, and they say nothing about rounding error. Nor do the number identities test the CAR in full: without the Jordan–Wigner sign in the two-mode matrices they would still hold, although operators of different modes would then commute.

`energy_ladder` does not say that $c_qv$ is nonzero. If mode $q$ is already filled, $c_qv=0$ and the equation supplies no new eigenstate.

A version with an adjoint built in would define $c_p=a_p^\dagger$. The creation relations would then follow from the annihilation relations, and products of number operators would be self-adjoint projections. It would exclude biorthogonal families, in which creation operators are not adjoints of the annihilation operators; the present statement includes them.
